# The substitution \(t=s^2\) removes the small-gap peak from the coupling integral of a single RPA mode

An RPA energy can be obtained by integrating numerically over the coupling strength \(t\), on a grid in \([0,1]\). One simple grid takes quadrature points \(s_i\) with weights \(w_i\) on \([0,1]\), evaluates the integrand at \(t_i=s_i^2\), and multiplies each weight by \(2s_i\). This places more points near \(t=0\), where the integrand studied here, the rate at which the mode energy grows with \(t\), is largest and steepest.

For one mode with bare gap \(D>0\) and coupling \(K>0\), the change of variable leaves the integral unchanged and keeps the new integrand below \(\sqrt{2DK}\). "Peak" here means a height that is large compared with the area under the curve. The integral in question gives the shift of the mode energy. The integrand of the correlation energy alone is half of this one minus a constant, and it has no such peak, as explained after the main theorem.

## The mode energy and the two integrands

```lean
import Mathlib

noncomputable section

namespace RPACouplingGrid
```

The first line loads Mathlib, the mathematical library of Lean. The namespace is a common prefix for the names that follow.

```lean
/-- Direct-RPA energy of a single mode with bare gap `D` and coupling `K` at coupling strength `t`,
meant for `D > 0` and `D² + 2 D K t ≥ 0`. -/
def modeEnergy (D K t : ℝ) : ℝ := Real.sqrt (D ^ 2 + 2 * D * K * t)
```

A `def` introduces a function. This one takes three real numbers and returns

\[
\Omega(t)=\sqrt{D^2+2DKt}.
\]

In direct RPA, a single mode has the matrix elements \(A=D+tK\) and \(B=tK\), and its energy satisfies \(\Omega^2=(A-B)(A+B)\), which is the expression under the root. \(D\) and \(K\) are energies, while \(t\) is dimensionless: \(t=0\) switches the interaction off and \(t=1\) is full strength. The file takes this formula as its starting point and does not derive it from a many-electron Hamiltonian.

```lean
/-- The coupling-strength integrand `D K / sqrt (D² + 2 D K t)`, meant for
`D² + 2 D K t > 0`. -/
def couplingIntegrand (D K t : ℝ) : ℝ := D * K / modeEnergy D K t
```

This is the original integrand, \(W(t)=DK/\Omega(t)\).

```lean
/-- The integrand after the substitution `t = s²`, with the Jacobian `2 s`, meant for
`D² + 2 D K s² > 0`. -/
def substitutedIntegrand (D K s : ℝ) : ℝ := 2 * s * couplingIntegrand D K (s ^ 2)
```

With \(t=s^2\) we have \(dt=2s\,ds\), so the new integrand is

\[
g(s)=2s\,W(s^2)=\frac{2sDK}{\sqrt{D^2+2DKs^2}}.
\]

## Both integrands are derivatives of the mode energy

```lean
variable {D K : ℝ}

/-- For positive gap and coupling, the mode energy is positive at every nonnegative
coupling strength. -/
theorem modeEnergy_pos (hD : 0 < D) (hK : 0 < K) {t : ℝ} (ht : 0 ≤ t) :
    0 < modeEnergy D K t := by
  unfold modeEnergy
  apply Real.sqrt_pos.mpr
  positivity
```

From here on `D` and `K` are arbitrary real numbers, and each theorem lists the conditions it assumes. `(hD : 0 < D)` is the assumption of a positive gap, under the name `hD`. `(hK : 0 < K)` says that the interaction raises the mode energy. The statement after the colon is \(\Omega(t)>0\) for \(t\ge 0\).

By hand, \(D^2>0\) and \(2DKt\ge 0\), so the number under the root is positive. In the proof, `Real.sqrt_pos` reduces the claim to that number, and `positivity` checks its sign.

```lean
/-- For positive gap and coupling and `t ≥ 0`, the coupling integrand is the rate at which
the mode energy grows with the coupling strength. -/
theorem hasDerivAt_modeEnergy (hD : 0 < D) (hK : 0 < K) {t : ℝ} (ht : 0 ≤ t) :
    HasDerivAt (modeEnergy D K) (couplingIntegrand D K t) t := by
  have h : HasDerivAt (fun x : ℝ => D ^ 2 + 2 * D * K * x) (2 * D * K) t :=
    (((hasDerivAt_id' t).const_mul (2 * D * K)).const_add (D ^ 2)).congr_deriv (by ring)
  have hne : D ^ 2 + 2 * D * K * t ≠ 0 := by positivity
  refine (h.sqrt hne).congr_deriv ?_
  show 2 * D * K / (2 * Real.sqrt (D ^ 2 + 2 * D * K * t))
    = D * K / Real.sqrt (D ^ 2 + 2 * D * K * t)
  ring
```

`HasDerivAt f c t` says that the function `f` has derivative `c` at the point `t`. The theorem is therefore \(\Omega'(t)=W(t)\) for \(t\ge0\), and the chain rule gives it:

\[
\Omega'(t)=\frac{2DK}{2\sqrt{D^2+2DKt}}=\frac{DK}{\Omega(t)}.
\]

The proof first differentiates the linear function under the root. It then applies the rule for square roots, which requires a nonzero argument, and `ring` cancels the factor 2.

```lean
/-- For positive gap and coupling, the substituted integrand is the derivative of the mode
energy with respect to the new variable `s`. -/
theorem hasDerivAt_modeEnergy_sq (hD : 0 < D) (hK : 0 < K) (s : ℝ) :
    HasDerivAt (fun x => modeEnergy D K (x ^ 2)) (substitutedIntegrand D K s) s := by
  have hs : HasDerivAt (fun x : ℝ => x ^ 2) (2 * s) s := by
    simpa using hasDerivAt_pow 2 s
  have h : HasDerivAt (fun x : ℝ => D ^ 2 + 2 * D * K * x ^ 2) (2 * D * K * (2 * s)) s :=
    (hs.const_mul (2 * D * K)).const_add (D ^ 2)
  have hne : D ^ 2 + 2 * D * K * s ^ 2 ≠ 0 := by positivity
  refine (h.sqrt hne).congr_deriv ?_
  show 2 * D * K * (2 * s) / (2 * Real.sqrt (D ^ 2 + 2 * D * K * s ^ 2))
    = 2 * s * (D * K / Real.sqrt (D ^ 2 + 2 * D * K * s ^ 2))
  ring
```

The same calculation in the variable \(s\) has one more inner derivative, \(2s\):

\[
\frac{d}{ds}\,\Omega(s^2)=\frac{2DK\cdot 2s}{2\,\Omega(s^2)}=g(s).
\]

No sign condition on \(s\) is needed, because \(s^2\ge0\) always.

## The two integrals

```lean
/-- For positive gap and coupling, integrating the coupling integrand from zero to `b ≥ 0`
gives the shift of the mode energy from the bare gap. -/
theorem integral_couplingIntegrand (hD : 0 < D) (hK : 0 < K) {b : ℝ} (hb : 0 ≤ b) :
    ∫ t in (0 : ℝ)..b, couplingIntegrand D K t = modeEnergy D K b - D := by
  have hc : ContinuousOn (couplingIntegrand D K) (Set.uIcc 0 b) := by
    show ContinuousOn (fun t => D * K / Real.sqrt (D ^ 2 + 2 * D * K * t)) _
    refine ContinuousOn.div continuousOn_const
      (Continuous.continuousOn (by fun_prop)) (fun t ht => ?_)
    rw [Set.uIcc_of_le hb] at ht
    exact (modeEnergy_pos hD hK ht.1).ne'
  have h0 : modeEnergy D K 0 = D := by
    simp [modeEnergy, Real.sqrt_sq hD.le]
  -- the integrand is an exact derivative
  rw [intervalIntegral.integral_eq_sub_of_hasDerivAt (f := modeEnergy D K) ?_
    hc.intervalIntegrable, h0]
  intro t ht
  rw [Set.uIcc_of_le hb] at ht
  exact hasDerivAt_modeEnergy hD hK ht.1
```

The notation `∫ t in (0 : ℝ)..b` is the ordinary integral from \(0\) to \(b\). For every \(b\ge0\),

\[
\int_0^b W(t)\,dt=\Omega(b)-\Omega(0)=\Omega(b)-D,
\]

where \(\Omega(0)=\sqrt{D^2}=D\) because \(D>0\).

This is the fundamental theorem of calculus, called `intervalIntegral.integral_eq_sub_of_hasDerivAt` in Mathlib. It asks for two things: the derivative at each point of the interval, which the earlier theorem supplies, and integrability of \(W\), which follows from the continuity proved in `hc`. The denominator never vanishes on the interval, since \(\Omega\) is positive there.

```lean
/-- For positive gap and coupling, integrating the substituted integrand from zero to `b`
gives the shift of the mode energy at coupling strength `b²`. -/
theorem integral_substitutedIntegrand (hD : 0 < D) (hK : 0 < K) (b : ℝ) :
    ∫ s in (0 : ℝ)..b, substitutedIntegrand D K s = modeEnergy D K (b ^ 2) - D := by
  have hc : Continuous (substitutedIntegrand D K) := by
    show Continuous (fun s => 2 * s * (D * K / Real.sqrt (D ^ 2 + 2 * D * K * s ^ 2)))
    refine Continuous.mul (by fun_prop) (Continuous.div continuous_const (by fun_prop) ?_)
    intro s
    exact (modeEnergy_pos hD hK (sq_nonneg s)).ne'
  have h0 : modeEnergy D K ((0 : ℝ) ^ 2) = D := by
    simp [modeEnergy, Real.sqrt_sq hD.le]
  rw [intervalIntegral.integral_eq_sub_of_hasDerivAt
    (f := fun x => modeEnergy D K (x ^ 2))
    (fun s _ => hasDerivAt_modeEnergy_sq hD hK s) (hc.intervalIntegrable 0 b), h0]
```

Likewise, for every real \(b\),

\[
\int_0^b g(s)\,ds=\Omega(b^2)-D.
\]

The proof does not call on a change-of-variables theorem. Each integral is evaluated from its own antiderivative, and at \(b=1\) the two values coincide.

## A ceiling for the new integrand

```lean
/-- For positive gap and coupling and `s ≥ 0`, the substituted integrand is nonnegative and
stays below `sqrt (2 D K)`. -/
theorem substitutedIntegrand_bounds (hD : 0 < D) (hK : 0 < K) {s : ℝ} (hs : 0 ≤ s) :
    0 ≤ substitutedIntegrand D K s ∧
      substitutedIntegrand D K s < Real.sqrt (2 * D * K) := by
  have hE := modeEnergy_pos hD hK (sq_nonneg s)
  have hr : 0 < Real.sqrt (2 * D * K) := Real.sqrt_pos.mpr (by positivity)
  have hr2 : Real.sqrt (2 * D * K) ^ 2 = 2 * D * K := Real.sq_sqrt (by positivity)
  -- dropping the positive term `D²` under the root leaves the smaller value `s * sqrt (2 D K)`
  have hlt : s * Real.sqrt (2 * D * K) < modeEnergy D K (s ^ 2) := by
    unfold modeEnergy
    rw [Real.lt_sqrt (by positivity), mul_pow, hr2]
    nlinarith [pow_pos hD 2]
  constructor
  · unfold substitutedIntegrand couplingIntegrand
    positivity
  · have he : substitutedIntegrand D K s
        = s * Real.sqrt (2 * D * K) ^ 2 / modeEnergy D K (s ^ 2) := by
      rw [hr2]
      unfold substitutedIntegrand couplingIntegrand
      ring
    rw [he, div_lt_iff₀ hE]
    nlinarith [mul_lt_mul_of_pos_left hlt hr]
```

The symbol `∧` means "and": for \(s\ge 0\), both \(0\le g(s)\) and \(g(s)<\sqrt{2DK}\) hold. Write \(r=\sqrt{2DK}\), so that \(r^2=2DK\). Then

\[
\Omega(s^2)^2=D^2+s^2r^2>(sr)^2,
\]

and since \(sr\ge0\), this gives \(\Omega(s^2)>sr\). Multiplying by \(r>0\) gives \(sr^2<r\,\Omega(s^2)\), and therefore

\[
g(s)=\frac{s\,r^2}{\Omega(s^2)}<r.
\]

Nonnegativity holds because every factor of \(g(s)\) is nonnegative.

In the proof, `hlt` is the inequality \(sr<\Omega(s^2)\), obtained by comparing squares. The step `he` rewrites \(g(s)\) as \(sr^2/\Omega(s^2)\), and `div_lt_iff₀` clears the denominator. The tactic `nlinarith` then finishes the inequality from the product supplied to it.

```lean
/-- For positive gap and coupling, the substituted integrand on `[0, 1]` lies between zero
and `sqrt (2 D K)`, and both integrals over `[0, 1]` equal `sqrt (D² + 2 D K) - D`. -/
theorem coupling_substitution (hD : 0 < D) (hK : 0 < K) :
    (∀ s ∈ Set.Icc (0 : ℝ) 1, 0 ≤ substitutedIntegrand D K s ∧
      substitutedIntegrand D K s < Real.sqrt (2 * D * K)) ∧
    ∫ t in (0 : ℝ)..1, couplingIntegrand D K t = Real.sqrt (D ^ 2 + 2 * D * K) - D ∧
    ∫ s in (0 : ℝ)..1, substitutedIntegrand D K s
      = Real.sqrt (D ^ 2 + 2 * D * K) - D := by
  refine ⟨fun s hs => substitutedIntegrand_bounds hD hK hs.1, ?_, ?_⟩
  · rw [integral_couplingIntegrand hD hK zero_le_one, modeEnergy, mul_one]
  · rw [integral_substitutedIntegrand hD hK, modeEnergy, one_pow, mul_one]
```

This is the main theorem. `∀ s ∈ Set.Icc (0 : ℝ) 1` reads "for every \(s\) in the closed interval \([0,1]\)". The three parts say that

\[
0\le g(s)<\sqrt{2DK}\quad\text{for }0\le s\le1,
\]

\[
\int_0^1W(t)\,dt=\int_0^1g(s)\,ds=\sqrt{D^2+2DK}-D.
\]

The proof collects the previous results and sets \(b=1\).

In this one-mode model the direct-RPA correlation energy is \(\tfrac12\bigl(\Omega(1)-D-K\bigr)\), so it is obtained by subtracting \(K\) from the common integral and halving. Its own integrand over \(t\) is \(\tfrac12\bigl(W(t)-K\bigr)\), which vanishes at \(t=0\). The magnitude of this integrand grows with \(t\) along a concave curve, so it never exceeds twice its area. The small-gap peak discussed next therefore belongs to the integral for the shift \(\Omega(1)-D\), not to that of the correlation energy alone.

## Height compared with area

The ceiling \(\sqrt{2DK}\) shrinks as the gap closes at fixed \(K\), but so does the integral. The last two theorems therefore compare each integrand with its own area.

```lean
/-- For positive gap and coupling, the original integrand at zero coupling strength is more than
`sqrt (K / (2 D))` times its integral over `[0, 1]`. -/
theorem original_peak (hD : 0 < D) (hK : 0 < K) :
    Real.sqrt (K / (2 * D)) * ∫ t in (0 : ℝ)..1, couplingIntegrand D K t
      < couplingIntegrand D K 0 := by
  have h0 : couplingIntegrand D K 0 = K := by
    have h : modeEnergy D K 0 = D := by simp [modeEnergy, Real.sqrt_sq hD.le]
    rw [couplingIntegrand, h, mul_div_cancel_left₀ K hD.ne']
  have hr : 0 < Real.sqrt (2 * D * K) := Real.sqrt_pos.mpr (by positivity)
  have hr2 : Real.sqrt (2 * D * K) ^ 2 = 2 * D * K := Real.sq_sqrt (by positivity)
  have hq : 0 < Real.sqrt (K / (2 * D)) := Real.sqrt_pos.mpr (by positivity)
  have hlt : Real.sqrt (D ^ 2 + 2 * D * K) < D + Real.sqrt (2 * D * K) := by
    rw [Real.sqrt_lt' (by positivity)]
    nlinarith [mul_pos hD hr]
  have hqr : Real.sqrt (K / (2 * D)) * Real.sqrt (2 * D * K) = K := by
    have h : K / (2 * D) * (2 * D * K) = K ^ 2 := by field_simp
    rw [← Real.sqrt_mul (by positivity), h, Real.sqrt_sq hK.le]
  rw [(coupling_substitution hD hK).2.1, h0]
  calc Real.sqrt (K / (2 * D)) * (Real.sqrt (D ^ 2 + 2 * D * K) - D)
      < Real.sqrt (K / (2 * D)) * Real.sqrt (2 * D * K) :=
        mul_lt_mul_of_pos_left (by linarith) hq
    _ = K := hqr
```

In ordinary notation,

\[
\sqrt{\frac{K}{2D}}\int_0^1W(t)\,dt<W(0).
\]

First, \(W(0)=DK/D=K\). Next, \((D+r)^2=D^2+2Dr+r^2>D^2+r^2\), so \(\sqrt{D^2+r^2}<D+r\), and the integral is less than \(r\). Finally,

\[
\sqrt{\frac{K}{2D}}\;r=\sqrt{\frac{K}{2D}\cdot 2DK}=K.
\]

The steps `h0`, `hlt` and `hqr` establish these three statements, and the `calc` block chains them together. At fixed \(K\), the factor \(\sqrt{K/(2D)}\) grows without limit as \(D\to0\). That is the small-gap peak: its height stays at \(K\) while the area below the curve shrinks.

```lean
/-- For a positive gap no larger than the coupling, the substituted integrand on `[0, 1]`
stays below twice its own integral. -/
theorem substituted_no_peak (hD : 0 < D) (hDK : D ≤ K) {s : ℝ}
    (hs : s ∈ Set.Icc (0 : ℝ) 1) :
    substitutedIntegrand D K s < 2 * ∫ x in (0 : ℝ)..1, substitutedIntegrand D K x := by
  have hK : 0 < K := lt_of_lt_of_le hD hDK
  have hr : 0 < Real.sqrt (2 * D * K) := Real.sqrt_pos.mpr (by positivity)
  have hr2 : Real.sqrt (2 * D * K) ^ 2 = 2 * D * K := Real.sq_sqrt (by positivity)
  have hDr : 4 / 3 * D ≤ Real.sqrt (2 * D * K) := by
    rw [Real.le_sqrt' (by positivity)]
    nlinarith [mul_le_mul_of_nonneg_left hDK hD.le, sq_nonneg D]
  -- the integral is at least half of the uniform bound
  have hE : D + Real.sqrt (2 * D * K) / 2 ≤ Real.sqrt (D ^ 2 + 2 * D * K) := by
    rw [Real.le_sqrt' (by positivity)]
    nlinarith [mul_le_mul_of_nonneg_right hDr hr.le]
  rw [(coupling_substitution hD hK).2.2]
  linarith [(substitutedIntegrand_bounds hD hK hs.1).2]

end RPACouplingGrid
```

For \(0<D\le K\) and every \(s\) in \([0,1]\),

\[
g(s)<2\int_0^1g(x)\,dx.
\]

The factor 2 does not depend on the gap. The condition \(D\le K\) includes the small-gap regime. It is a convenience of this proof: \(g\) increases with \(s\), and its largest value \(g(1)\) is \(1+D/\Omega(1)<2\) times the integral for all positive \(D\) and \(K\). In the proof given here the condition enters through \(r^2=2DK\ge2D^2\ge\tfrac{16}{9}D^2\), which gives \(r\ge\tfrac43D\). Then

\[
\left(D+\frac r2\right)^2=D^2+Dr+\frac{r^2}{4}\le D^2+\frac{3r^2}{4}+\frac{r^2}{4}=D^2+r^2.
\]

Taking roots shows that the integral, \(\sqrt{D^2+r^2}-D\), is at least \(r/2\). Since \(g(s)<r\), the claim follows. In the proof, `hDr` is the bound on \(r\), `hE` is the inequality after taking roots, and `linarith` combines it with the ceiling.

These theorems control height, not slope or quadrature error. The new integrand starts with slope \(g'(0)=2K\), which is steep compared with its ceiling \(\sqrt{2DK}\) when the gap is small, so the number of grid points needed for a given accuracy remains a separate question. A real system also has many modes, which the interaction generally mixes.

```lean
#print axioms RPACouplingGrid.integral_substitutedIntegrand
#print axioms RPACouplingGrid.original_peak
#print axioms RPACouplingGrid.substituted_no_peak
```

```
'RPACouplingGrid.integral_substitutedIntegrand' depends on axioms: [propext, Classical.choice, Quot.sound]
'RPACouplingGrid.original_peak' depends on axioms: [propext, Classical.choice, Quot.sound]
'RPACouplingGrid.substituted_no_peak' depends on axioms: [propext, Classical.choice, Quot.sound]
```

## A gap of 1 and a coupling of 40

Take \(D=1\) and \(K=40\) in any energy unit. Then \(\Omega(1)=\sqrt{1+80}=9\), and both integrals equal \(8\).

- The original integrand starts at \(W(0)=40\), five times its area. The guaranteed factor is \(\sqrt{20}\approx4.47\).
- The new integrand stays below \(\sqrt{80}\approx8.94\). At \(s=1\) it is \(80/9\approx8.89\), about 1.11 times its area.

With a single midpoint as the whole grid, the original variable gives \(W(1/2)=40/\sqrt{41}\approx6.25\), and the new one gives \(g(1/2)=40/\sqrt{21}\approx8.73\). For these values the error falls from about 1.75 to about 0.73.

## The cubic substitution

Repeating the argument by hand with \(t=s^3\) gives the integrand \(3s^2W(s^3)\), which is the derivative of \(\Omega(s^3)\) and so has the same integral over \([0,1]\). For \(0<s\le1\), the inequality \(\Omega(s^3)>s^{3/2}r\) yields

\[
3s^2W(s^3)=\frac{3s^2r^2}{2\,\Omega(s^3)}<\frac32\sqrt{s}\;r\le\frac32\sqrt{2DK},
\]

and at \(s=0\) the integrand vanishes. The cubic grid places points still more densely near \(t=0\), with a ceiling half as high again.
